# If |ż| ≤ 2t√(1 − z²), the angle arccos(rz) changes no faster than 2t for fixed 0 < r < 1

Take a coordinate `z` with `z ^ 2 ≤ 1`, a number `c` read as its rate of change, and a fixed scale factor `r` strictly between 0 and 1. If `t ≥ 0` and `c ^ 2 ≤ 4 * t ^ 2 * (1 - z ^ 2)`, the lemma says that the chain-rule expression for the rate of the angle arccos(rz) has absolute value at most `2 * t`. Formally this is an inequality between real numbers: no derivative, time evolution or quantum state appears in the statement. The proof first bounds `|r * c|` by `2 * t * √(1 - (r * z) ^ 2)` by comparing squares, then multiplies by the reciprocal of the root and cancels.

As first written in Lean, the proof fails:

```lean
import Mathlib

open Matrix ComplexConjugate

noncomputable section

namespace AngleRateLe

/-- If `z² ≤ 1` and `z` changes at a rate `c` with `c² ≤ 4t²(1 - z²)`, `t ≥ 0`, then for
`0 < r < 1` the chain-rule expression for the rate of `arccos (r z)` is at most `2t` in size. -/
theorem angle_rate_le {t r z c : ℝ} (ht : 0 ≤ t) (hr0 : 0 < r) (hr1 : r < 1)
    (hz : z ^ 2 ≤ 1) (hc : c ^ 2 ≤ 4 * t ^ 2 * (1 - z ^ 2)) :
    |-(1 / √(1 - (r * z) ^ 2)) * (r * c)| ≤ 2 * t := by
  have hr2 : r ^ 2 < 1 := by nlinarith
  have hrz : (r * z) ^ 2 < 1 := by
    nlinarith [mul_nonneg (sq_nonneg r) (sub_nonneg.2 hz)]
  have hw : 0 < √(1 - (r * z) ^ 2) := Real.sqrt_pos.2 (by linarith)
  have hw2 : √(1 - (r * z) ^ 2) ^ 2 = 1 - (r * z) ^ 2 := Real.sq_sqrt (by linarith)
  have key : |r * c| ≤ 2 * t * √(1 - (r * z) ^ 2) := by
    refine abs_le_of_sq_le_sq ?_ (by positivity)
    rw [mul_pow (2 * t), hw2]
    nlinarith [mul_le_mul_of_nonneg_left hc (sq_nonneg r),
      mul_nonneg (sq_nonneg t) (sub_nonneg.2 hr2.le)]
  rw [abs_mul, abs_neg, abs_of_pos (one_div_pos.2 hw)]
  calc 1 / √(1 - (r * z) ^ 2) * |r * c|
      ≤ 1 / √(1 - (r * z) ^ 2) * (2 * t * √(1 - (r * z) ^ 2)) := by gcongr
    _ = 2 * t := by field_simp

end AngleRateLe
```

The compiler's answer:

```
Main.lean:27:17: error: unsolved goals
t r z c : ℝ
ht : 0 ≤ t
hr0 : 0 < r
hr1 : r < 1
hz : z ^ 2 ≤ 1
hc : c ^ 2 ≤ 4 * t ^ 2 * (1 - z ^ 2)
hr2 : r ^ 2 < 1
hrz : (r * z) ^ 2 < 1
hw : 0 < √(1 - (r * z) ^ 2)
hw2 : √(1 - (r * z) ^ 2) ^ 2 = 1 - (r * z) ^ 2
key : |r * c| ≤ 2 * t * √(1 - (r * z) ^ 2)
⊢ √(1 - r ^ 2 * z ^ 2) * t / √(1 - r ^ 2 * z ^ 2) = t
```

Cause. The one error is in the last step of the `calc`, where the square root should cancel against its reciprocal. `field_simp` removed the factor 2 but left `√(1 - r ^ 2 * z ^ 2) * t / √(1 - r ^ 2 * z ^ 2) = t`. To cancel the root it must know that the root is nonzero. The hypothesis `hw` gives this, but for the root written with `(r * z) ^ 2`, whereas `field_simp` had expanded that square to `r ^ 2 * z ^ 2`. The two forms are equal but no longer match as written, so `hw` did not serve to justify the cancellation.

The repair leaves the inside of the root alone. Rewriting with `one_div` turns the quotient into an inverse, and `mul_comm` moves that inverse to the right, so the left side is `2 * t` times the root times its inverse. This is the form `mul_inv_cancel_right₀` needs, and `hw.ne'` supplies the nonzero condition for exactly that root.

Fix (accepted with no message):

```diff
@@ -25,5 +25,7 @@
   calc 1 / √(1 - (r * z) ^ 2) * |r * c|
       ≤ 1 / √(1 - (r * z) ^ 2) * (2 * t * √(1 - (r * z) ^ 2)) := by gcongr
-    _ = 2 * t := by field_simp
+    _ = 2 * t := by
+      rw [one_div, mul_comm]
+      exact mul_inv_cancel_right₀ hw.ne' _
 
 end AngleRateLe
```
